# Dark excitons from orbital pairing in an alternant Tamm-Dancoff model

In a conjugated molecule whose atoms have equal site energies and split into two sets, with hopping only between the sets, orbital energies measured from the site energy come in pairs ±e. Two different transitions can then have the same energy and the same dipole. Their difference is then dark. Do dark excitons of this kind survive coupling to all other single excitations? In the model below, exchanging hole and electron, with a sign for each set of atoms, turns an exciton into a "mirror image" of the same energy. If the two differ, their difference is a dark exciton of that energy. This mirror is not a reflection in space.

```lean
import Mathlib

open Matrix

namespace AlternantExcitons

noncomputable section

variable {n : Type*} [Fintype n] [DecidableEq n]
```

## Amplitudes on sites

An excitation is a real matrix A(p,q), with the hole on site p and the electron on site q. For site coordinates x along one axis, its dipole, up to charge and spin factors, is

μ(A) = Σₚ x(p) A(p,p).

```lean
/-- Dipole of an electron-hole amplitude `A` (hole site, electron site) for site positions `x`. -/
def dipole (x : n → ℝ) (A : Matrix n n ℝ) : ℝ := ∑ p, x p * A p p
```

Let S = diag(s), with s(p) = ±1 labelling the two sets. The transition from orbital u to the partner Sv is the outer product u(Sv)ᵀ.

```lean
/-- Amplitude of the transition from orbital `u` to the sign-changed partner of `v`. -/
def transition (s u v : n → ℝ) : Matrix n n ℝ := vecMulVec u (diagonal s *ᵥ v)
```

Exchanging hole and electron and applying the signs gives the mirror map

M(A) = S Aᵀ S.

```lean
/-- The pairing map: exchange hole and electron and apply the site signs to both. -/
def mirror (s : n → ℝ) (A : Matrix n n ℝ) : Matrix n n ℝ := diagonal s * Aᵀ * diagonal s
```

If O projects on the occupied orbitals, SOS projects on their partners. At half filling without zero-energy orbitals, these are all the empty orbitals.

```lean
/-- The sign-changed copy `S O S` of an orbital projector `O`. -/
def partnerSpace (s : n → ℝ) (O : Matrix n n ℝ) : Matrix n n ℝ := diagonal s * O * diagonal s
```

The singlet electron-hole Hamiltonian contains the orbital gap, exchange V and static screened attraction W. Both interactions act between site densities:

K(A) = AH − HA + 2 diag(V diag A) − W∘A,

where ∘ multiplies entry by entry.

```lean
/-- Singlet electron-hole Hamiltonian: orbital energy difference, exchange through `V` and
screened attraction through `W`, both between site densities. -/
def ehHamiltonian (H V W A : Matrix n n ℝ) : Matrix n n ℝ :=
  A * H - H * A + (2 : ℝ) • diagonal (V *ᵥ A.diag) - hadamard W A
```

Projection gives the Tamm-Dancoff operator B(A) = O K(A) SOS, which omits coupling to de-excitations.

```lean
/-- Tamm-Dancoff Bethe-Salpeter operator, with holes projected by `O` and electrons by `S O S`. -/
def bse (H V W : Matrix n n ℝ) (s : n → ℝ) (O A : Matrix n n ℝ) : Matrix n n ℝ :=
  O * ehHamiltonian H V W A * partnerSpace s O
```

## Paired transitions

The alternant condition is HS = −SH, with energies measured from the midpoint of the pairs. If Hu = eu, then

H(Su) = −S(Hu) = −e(Su).

```lean
/-- The site signs turn an orbital of energy `e` into one of energy `-e`. -/
theorem partner_energy {H : Matrix n n ℝ} {s u : n → ℝ} {e : ℝ}
    (hS : H * diagonal s = -(diagonal s * H)) (hu : H *ᵥ u = e • u) :
    H *ᵥ (diagonal s *ᵥ u) = (-e) • (diagonal s *ᵥ u) := by
  rw [Matrix.mulVec_mulVec, hS, Matrix.neg_mulVec, ← Matrix.mulVec_mulVec, hu,
    Matrix.mulVec_smul, neg_smul]
```

For Hφ = aφ, Hψ = bψ and symmetric H, the transition A = φψᵀ satisfies

AH − HA = φ(Hψ)ᵀ − (Hφ)ψᵀ = (b − a)A.

The proof checks this entry by entry.

```lean
omit [DecidableEq n] in
/-- The gap of a transition is the difference of the two orbital energies. -/
theorem transition_gap {H : Matrix n n ℝ} {φ ψ : n → ℝ} {a b : ℝ} (hH : Hᵀ = H)
    (hφ : H *ᵥ φ = a • φ) (hψ : H *ᵥ ψ = b • ψ) :
    vecMulVec φ ψ * H - H * vecMulVec φ ψ = (b - a) • vecMulVec φ ψ := by
  ext p q
  have h1 : ∑ k, H p k * φ k = a * φ p := congrFun hφ p
  have h2 : ∑ k, H q k * ψ k = b * ψ q := congrFun hψ q
  have hsym : ∀ k, H k q = H q k := fun k => congrFun (congrFun hH q) k
  have h3 : (vecMulVec φ ψ * H) p q = φ p * (b * ψ q) := by
    rw [Matrix.mul_apply, ← h2, Finset.mul_sum]
    refine Finset.sum_congr rfl fun k _ => ?_
    rw [Matrix.vecMulVec_apply, hsym k]
    ring
  have h4 : (H * vecMulVec φ ψ) p q = a * φ p * ψ q := by
    rw [Matrix.mul_apply, ← h1, Finset.sum_mul]
    refine Finset.sum_congr rfl fun k _ => ?_
    rw [Matrix.vecMulVec_apply]
    ring
  rw [Matrix.sub_apply, h3, h4, Matrix.smul_apply, Matrix.vecMulVec_apply, smul_eq_mul]
  ring
```

With Hv = e′v, the transitions u → Sv and v → Su therefore have gaps −e′ − e and −e − e′, which are equal.

```lean
/-- The transitions `u → S v` and `v → S u` have the same gap. -/
theorem paired_gaps {H : Matrix n n ℝ} {s u v : n → ℝ} {e e' : ℝ} (hH : Hᵀ = H)
    (hS : H * diagonal s = -(diagonal s * H)) (hu : H *ᵥ u = e • u) (hv : H *ᵥ v = e' • v) :
    transition s u v * H - H * transition s u v = (-e' - e) • transition s u v ∧
    transition s v u * H - H * transition s v u = (-e' - e) • transition s v u := by
  refine ⟨transition_gap hH hu (partner_energy hS hv), ?_⟩
  have h := transition_gap hH hv (partner_energy hS hu)
  rwa [show -e - e' = -e' - e by ring] at h
```

Their dipoles are both Σₚ x(p)s(p)u(p)v(p). For orthonormal u and v, take equal diagonal energies ω and a coupling k as free parameters. Then

[ω k; k ω](1, −1)ᵀ = (ω − k)(1, −1)ᵀ,

so the normalised state (1, −1)/√2 has energy ω − k and no dipole.

```lean
/-- For two paired transitions with equal diagonal `ω` and coupling `k`, the minus combination
has energy `ω - k` and zero dipole. -/
theorem two_transition_model (s u v x : n → ℝ) (ω k : ℝ) :
    !![ω, k; k, ω] *ᵥ ![1, -1] = (ω - k) • ![1, -1] ∧
    dipole x (transition s u v) - dipole x (transition s v u) = 0 := by
  constructor
  · ext i
    fin_cases i <;> simp [Matrix.mulVec, dotProduct, Fin.sum_univ_two] <;> ring
  · refine sub_eq_zero.mpr (Finset.sum_congr rfl fun p _ => ?_)
    simp only [transition, Matrix.vecMulVec_apply, Matrix.mulVec_diagonal]
    ring
```

For example, take two separate dimers with hopping −1, s = (1, −1, 1, −1), u = (1, 1, 1, 1)/2 and v = (1, 1, −1, −1)/2. Both orbitals have energy −1, so both gaps are 2. At positions x = (0, 1, 2, 4) each dipole is (0 − 1 − 2 + 4)/4 = 1/4. Choosing ω = 2 and k = 1/2 puts the dark state at 3/2; the plus state lies at 5/2 with dipole √2/4.

## Mirror symmetry of the full operator

In components, M(A)(p,q) = s(p)A(q,p)s(q).

```lean
/-- The pairing map in terms of site amplitudes. -/
lemma mirror_apply (s : n → ℝ) (A : Matrix n n ℝ) (p q : n) :
    mirror s A p q = s p * A q p * s q := by
  simp [mirror, Matrix.mul_diagonal, Matrix.diagonal_mul]
```

On the diagonal s(p)² = 1, so M preserves the transition density on every site.

```lean
/-- The pairing map keeps the transition density on every site. -/
lemma mirror_diag {s : n → ℝ} (hs : ∀ p, s p * s p = 1) (A : Matrix n n ℝ) :
    (mirror s A).diag = A.diag := by
  ext p
  rw [Matrix.diag_apply, Matrix.diag_apply, mirror_apply]
  linear_combination A p p * hs p
```

The same identity shows that M turns u → Sv into v → Su.

```lean
/-- The pairing map turns `u → S v` into `v → S u`. -/
theorem mirror_transition {s : n → ℝ} (hs : ∀ p, s p * s p = 1) (u v : n → ℝ) :
    mirror s (transition s u v) = transition s v u := by
  ext p q
  rw [mirror_apply]
  simp only [transition, Matrix.vecMulVec_apply, Matrix.mulVec_diagonal]
  linear_combination (u q * v p * s q) * hs p
```

M also commutes with B. For the orbital part, anticommutation gives

M(A)H − HM(A) = S(HAᵀ − AᵀH)S = M(AH − HA).

The exchange term depends only on diag A and is itself diagonal, so M leaves it unchanged. For the attraction, W(p,q) = W(q,p) suffices. Finally, for any matrix C and symmetric O,

O M(C) SOS = O S Cᵀ O S = M(O C SOS).

In Lean, `noncomm_ring` handles the matrix products, and a case split on `p = q` separates the exchange term.

```lean
/-- The pairing map commutes with the orbital projection and with the Bethe-Salpeter operator. -/
theorem bse_mirror {H W O : Matrix n n ℝ} {s : n → ℝ} (hs : ∀ p, s p * s p = 1)
    (hH : Hᵀ = H) (hS : H * diagonal s = -(diagonal s * H)) (hW : W.IsSymm) (hO : Oᵀ = O)
    (V A : Matrix n n ℝ) :
    (∀ B, O * mirror s B * partnerSpace s O = mirror s (O * B * partnerSpace s O)) ∧
    bse H V W s O (mirror s A) = mirror s (bse H V W s O A) := by
  have hSS : diagonal s * diagonal s = (1 : Matrix n n ℝ) := by
    rw [Matrix.diagonal_mul_diagonal]
    simp [hs]
  have hproj : ∀ B, O * mirror s B * partnerSpace s O
      = mirror s (O * B * partnerSpace s O) := by
    intro B
    simp only [mirror, partnerSpace, Matrix.transpose_mul, Matrix.diagonal_transpose, hO]
    linear_combination (norm := noncomm_ring)
      (O * diagonal s * Bᵀ) * hSS * (O * diagonal s)
        - hSS * (O * diagonal s * Bᵀ * O * diagonal s)
  -- the orbital energy part uses the anticommutation
  have h1 : mirror s A * H - H * mirror s A = mirror s (A * H - H * A) := by
    simp only [mirror, Matrix.transpose_sub, Matrix.transpose_mul, hH]
    linear_combination (norm := noncomm_ring)
      (diagonal s * Aᵀ) * hS - hS * (Aᵀ * diagonal s)
  have h2 : ehHamiltonian H V W (mirror s A) = mirror s (ehHamiltonian H V W A) := by
    unfold ehHamiltonian
    rw [h1, mirror_diag hs]
    ext p q
    simp only [Matrix.add_apply, Matrix.sub_apply, Matrix.smul_apply, Matrix.hadamard_apply,
      mirror_apply, smul_eq_mul]
    by_cases h : p = q
    · subst h
      rw [Matrix.diagonal_apply_eq]
      linear_combination (-(2 * (V *ᵥ A.diag) p)) * hs p
    · rw [Matrix.diagonal_apply_ne _ h, Matrix.diagonal_apply_ne _ (Ne.symm h)]
      linear_combination (s p * A q p * s q) * hW.apply p q
  exact ⟨hproj, by unfold bse; rw [h2, hproj]⟩
```

B is also linear; the part needed is B(A − C) = B(A) − B(C).

```lean
/-- The Bethe-Salpeter operator respects differences of amplitudes. -/
lemma bse_sub (H V W O A B : Matrix n n ℝ) (s : n → ℝ) :
    bse H V W s O (A - B) = bse H V W s O A - bse H V W s O B := by
  have h1 : diagonal (V *ᵥ (A - B).diag)
      = diagonal (V *ᵥ A.diag) - diagonal (V *ᵥ B.diag) := by
    rw [Matrix.diag_sub, Matrix.mulVec_sub]
    exact (Matrix.diagonal_sub _ _).symm
  have h2 : hadamard W (A - B) = hadamard W A - hadamard W B := by
    ext p q
    simp [Matrix.hadamard_apply, mul_sub]
  unfold bse ehHamiltonian
  rw [h1, h2, ← Matrix.sub_mul, ← Matrix.mul_sub, Matrix.sub_mul A, Matrix.mul_sub H, smul_sub]
  congr 2
  abel
```

## The dark exciton

Let B(A) = EA, with A in the excitation space, O A SOS = A. Set D = A − M(A). Then

B(D) = EA − M(EA) = ED,
diag D = 0.

The second line removes both the dipole, for every x, and the exchange term, so, with H and W held fixed, D keeps the energy E when V is replaced by any V′. Projection keeps D in the excitation space.

The hypothesis `mirror s A ≠ A` makes D nonzero: physically, the exciton must have a mirror-odd part. The theorem assumes such an exciton and does not derive its existence. If E is nondegenerate in the excitation space, then M(A) = −A and D = 2A, so the dark exciton is A itself; a distinct dark partner occurs only at a degenerate energy. For alternant π-electron models of this form, it offers a check on computed excitons: the mirror-odd part, if nonzero, must again be a solution with the same energy, also after V is changed in the exchange term alone, with H and W held fixed.

```lean
/-- If an exciton `A` of energy `E` differs from its mirror image, their difference is a nonzero
exciton of energy `E` in the same excitation space, for every exchange interaction `V'`, and
its dipole vanishes for all site positions. -/
theorem dark_exciton {H V W O A : Matrix n n ℝ} {s : n → ℝ} {E : ℝ}
    (hs : ∀ p, s p * s p = 1) (hH : Hᵀ = H) (hS : H * diagonal s = -(diagonal s * H))
    (hW : W.IsSymm) (hO : Oᵀ = O) (hA : O * A * partnerSpace s O = A)
    (hne : mirror s A ≠ A) (hE : bse H V W s O A = E • A) :
    A - mirror s A ≠ 0 ∧
    O * (A - mirror s A) * partnerSpace s O = A - mirror s A ∧
    (∀ V', bse H V' W s O (A - mirror s A) = E • (A - mirror s A)) ∧
    ∀ x, dipole x (A - mirror s A) = 0 := by
  obtain ⟨hproj, hcomm⟩ := bse_mirror hs hH hS hW hO V A
  -- the difference carries no transition density on any site
  have h0 : (A - mirror s A).diag = 0 := by
    rw [Matrix.diag_sub, mirror_diag hs, sub_self]
  refine ⟨fun h => hne (sub_eq_zero.mp h).symm, ?_, fun V' => ?_, fun x => ?_⟩
  · rw [Matrix.mul_sub, Matrix.sub_mul, hproj, hA]
  · have hV : bse H V' W s O (A - mirror s A) = bse H V W s O (A - mirror s A) := by
      simp only [bse, ehHamiltonian, h0, Matrix.mulVec_zero]
    have hm : mirror s (E • A) = E • mirror s A := by
      simp only [mirror, Matrix.transpose_smul, Matrix.mul_smul, Matrix.smul_mul]
    rw [hV, bse_sub, hcomm, hE, hm, smul_sub]
  · refine Finset.sum_eq_zero fun p _ => ?_
    have hp : (A - mirror s A) p p = 0 := congrFun h0 p
    rw [hp, mul_zero]
```

## Charge transfer between two dimers

The hypotheses hold for an interacting example. Its signs, hopping and bonding projector are as follows.

```lean
/-- Site signs of two dimers. -/
def dimerS : Fin 4 → ℝ := ![1, -1, 1, -1]

/-- Hopping matrix of two separate dimers. -/
def dimerH : Matrix (Fin 4) (Fin 4) ℝ :=
  !![0, -1, 0, 0; -1, 0, 0, 0; 0, 0, 0, -1; 0, 0, -1, 0]

/-- Projector on the bonding orbitals of the two dimers. -/
def dimerO : Matrix (Fin 4) (Fin 4) ℝ :=
  !![1/2, 1/2, 0, 0; 1/2, 1/2, 0, 0; 0, 0, 1/2, 1/2; 0, 0, 1/2, 1/2]
```

The hole occupies the bonding orbital of the first dimer, the electron the antibonding orbital of the second. The matrix below has norm 2, so the normalised amplitude is half of it.

```lean
/-- Charge-transfer amplitude with the hole on the first dimer and the electron on the second. -/
def dimerA : Matrix (Fin 4) (Fin 4) ℝ :=
  !![0, 0, 1, -1; 0, 0, 1, -1; 0, 0, 0, 0; 0, 0, 0, 0]
```

The gap is 1 − (−1) = 2, uniform attraction W(p,q) = 1 subtracts 1, and exchange vanishes for every V because diag A = 0. Hence E = 1. The Lean statement takes the identity matrix for V to keep the arithmetic simple. The uniform W is not a screened form of that V, but any other V gives the same E. The mirror image moves the hole to the second dimer and the electron to the first. Each charge-transfer state is already dark here, so this example tests the hypotheses, not the cancellation of two nonzero dipoles. Lean evaluates the matrices entry by entry.

```lean
/-- Two dimers with on-site exchange and uniform attraction meet the hypotheses of
`dark_exciton` with energy `1`. -/
theorem dark_exciton_witness :
    (∀ p, dimerS p * dimerS p = 1) ∧ dimerHᵀ = dimerH ∧
    dimerH * diagonal dimerS = -(diagonal dimerS * dimerH) ∧
    (Matrix.of fun _ _ : Fin 4 => (1 : ℝ)).IsSymm ∧ dimerOᵀ = dimerO ∧
    dimerO * dimerA * partnerSpace dimerS dimerO = dimerA ∧
    mirror dimerS dimerA ≠ dimerA ∧
    bse dimerH 1 (Matrix.of fun _ _ => 1) dimerS dimerO dimerA = (1 : ℝ) • dimerA := by
  -- evaluation of vector entries at positions 2 and 3
  have c2 : ∀ (a : ℝ) (f : Fin 3 → ℝ), vecCons a f 2 = f 1 := fun _ _ => rfl
  have c3 : ∀ (a : ℝ) (f : Fin 3 → ℝ), vecCons a f 3 = f 2 := fun _ _ => rfl
  have d2 : ∀ (a : ℝ) (f : Fin 2 → ℝ), vecCons a f 2 = f 1 := fun _ _ => rfl
  have hP : partnerSpace dimerS dimerO =
      !![1/2, -1/2, 0, 0; -1/2, 1/2, 0, 0; 0, 0, 1/2, -1/2; 0, 0, -1/2, 1/2] := by
    ext i j
    rw [partnerSpace, Matrix.mul_diagonal, Matrix.diagonal_mul]
    fin_cases i <;> fin_cases j <;> norm_num [dimerS, dimerO]
  have hOA : dimerO * dimerA = dimerA := by
    ext i j
    fin_cases i <;> fin_cases j <;>
      norm_num [dimerO, dimerA, Matrix.mul_apply, Fin.sum_univ_four, c2, c3, d2]
  have hproj : dimerO * dimerA * partnerSpace dimerS dimerO = dimerA := by
    rw [hOA, hP]
    ext i j
    fin_cases i <;> fin_cases j <;>
      norm_num [dimerA, Matrix.mul_apply, Fin.sum_univ_four, c2, c3, d2]
  have hk : ehHamiltonian dimerH 1 (Matrix.of fun _ _ => 1) dimerA = dimerA := by
    have hd : dimerA.diag = 0 := by
      ext i
      fin_cases i <;> simp [dimerA]
    rw [ehHamiltonian, hd, Matrix.mulVec_zero]
    ext i j
    fin_cases i <;> fin_cases j <;> norm_num [dimerH, dimerA, Matrix.mul_apply,
      Fin.sum_univ_four, Matrix.hadamard_apply, c2, c3, d2]
  refine ⟨?_, ?_, ?_, ?_, ?_, hproj, ?_, by rw [bse, hk, hproj, one_smul]⟩
  · intro p
    fin_cases p <;> norm_num [dimerS]
  · ext i j
    fin_cases i <;> fin_cases j <;> simp [dimerH]
  · ext i j
    rw [Matrix.neg_apply, Matrix.mul_diagonal, Matrix.diagonal_mul]
    fin_cases i <;> fin_cases j <;> norm_num [dimerH, dimerS]
  · ext i j
    rfl
  · ext i j
    fin_cases i <;> fin_cases j <;> simp [dimerO]
  · intro h
    have h1 := congrFun (congrFun h 0) 2
    rw [mirror_apply] at h1
    norm_num [dimerS, dimerA, c2, c3, d2] at h1

end

end AlternantExcitons
```

```lean
#print axioms AlternantExcitons.paired_gaps
#print axioms AlternantExcitons.two_transition_model
#print axioms AlternantExcitons.mirror_transition
#print axioms AlternantExcitons.dark_exciton
```

```
'AlternantExcitons.paired_gaps' depends on axioms: [propext, Classical.choice, Quot.sound]
'AlternantExcitons.two_transition_model' depends on axioms: [propext, Classical.choice, Quot.sound]
'AlternantExcitons.mirror_transition' depends on axioms: [propext, Classical.choice, Quot.sound]
'AlternantExcitons.dark_exciton' depends on axioms: [propext, Classical.choice, Quot.sound]
```
